# Kubo–Greenwood trace of a finite Hermitian model at vanishing broadening: zero off the spectrum, twice the position variance at a simple level

I have a finite cluster with a Hermitian Hamiltonian $H$ and a Hermitian position matrix $X$. Its velocity is $v=i(HX-XH)$, with $\hbar=1$. At real energy $E$ and broadening $\eta>0$, I compute

$$K=\operatorname{Tr}(vAvA),\qquad A=\eta\,\big((E-H)^2+\eta^2\big)^{-1}.$$

Between levels, $K$ dies away as I reduce $\eta$, as I expected. On a nondegenerate level it settles at a finite number. But $A$ has a peak of height $1/\eta$ there, and the level's own velocity expectation value vanishes. Why do I get neither a divergence nor zero, and what is the number?

## The peak meets a tail of order η

The number is twice the variance of $X$ in the level's state. Let $c$ be the unit eigenvector at $E$, and let $m$ label the other eigenstates, with energies $\varepsilon_m$. The $1/\eta^2$ term carries $\langle c,vc\rangle=0$. In the cross terms, the peak $1/\eta$ multiplies a tail $\eta/((E-\varepsilon_m)^2+\eta^2)$, and $|v_{cm}|^2=(E-\varepsilon_m)^2|X_{cm}|^2$. Each product tends to $|X_{cm}|^2$, and each occurs twice in the trace.

A derivation that also handles degenerate levels starts from $D=E-H$. Then $v=i(XD-DX)$, $A$ commutes with $D$, and $(D^2+\eta^2)A=\eta$ gives $D^2A=\eta(1-\eta A)$. Expanding,

$$K=-\operatorname{Tr}\big(XDA\,XDA-XDAD\,XA-DXAXDA+DXADXA\big).$$

By cyclicity and $DA=AD$, the first and fourth terms each have trace $\operatorname{Tr}(X\,DA\,X\,DA)$, while the middle products each have trace $\operatorname{Tr}(X\,D^2A\,X\,A)$. Hence, for every $\eta\neq0$,

$$K=2\operatorname{Tr}\big(X(1-\eta A)X\,\eta A\big)-2\operatorname{Tr}\big(X\,DA\,X\,DA\big).$$

On an eigenstate of energy $\varepsilon$, $\eta A$ has the value $\eta^2/((E-\varepsilon)^2+\eta^2)$, which tends to 1 if $\varepsilon=E$ and to 0 otherwise. The value of $DA$ is $\eta(E-\varepsilon)/((E-\varepsilon)^2+\eta^2)$, which always tends to 0. With $P$ the orthogonal projector onto the eigenspace at $E$,

$$K\to2\operatorname{Tr}\big(X(1-P)XP\big).$$

Off the spectrum $P=0$, so the limit is 0. At a simple level $P=cc^*$, and the limit is

$$2\langle c,X(1-P)Xc\rangle=2\big(\|Xc\|^2-\langle c,Xc\rangle^2\big).$$

Two levels already show both behaviours. For $H=\operatorname{diag}(1,-1)$ and $X=\begin{pmatrix}0&1\\1&0\end{pmatrix}$, one finds $K=8/(4+\eta^2)\to2$ at $E=1$, but $K=8\eta^2/(1+\eta^2)^2\to0$ at $E=0$. With a single state, $v=0$ and the variance is zero too.

For a finite, non-interacting cluster, then, the value at which $K$ settles as $\eta\to0$ at a simple level measures the spread of that state in $X$ and is not by itself a conductivity.

## What the Lean statements say

`H` and `X` are complex matrices over a finite index type, in an orthonormal basis. `detuning`, `velocity`, `spectralFn` and `kubo` are $D$, $v$, $A$ and $K$, without charge, volume or $\pi$ prefactors. The filter `𝓝[>] 0` makes $\eta$ approach zero through positive values.

`IsLevelProjector H E P` says that $P$ is Hermitian, that $HP=EP$, and that $P$ fixes every solution of $Hx=Ex$. Under this hypothesis `kubo_tendsto` gives the general limit for Hermitian $H$ and any matrix $X$. `kubo_tendsto_off_spectrum` assumes instead that $Hx=Ex$ has only the zero solution. `kubo_tendsto_simple_level` assumes Hermitian $X$, a unit eigenvector `c`, and that every solution is a multiple of `c`; there `star c ⬝ᵥ x` is $\langle c,x\rangle$. `isLevelProjector_witness` supplies a doubly degenerate example.

The matrix size stays fixed while $\eta\to0$. A bulk conductivity is a different problem: there the system size is taken to infinity before $\eta\to0$, and the theorems here do not cover that order of limits.

```lean
import Mathlib

open Matrix Filter Topology
open scoped ComplexOrder

namespace KuboGreenwoodLevel

noncomputable section

variable {n : Type*} [Fintype n] [DecidableEq n] {H X P : Matrix n n ℂ} {E η : ℝ}

/-- The energy measured from the Hamiltonian, `E - H`. -/
def detuning (H : Matrix n n ℂ) (E : ℝ) : Matrix n n ℂ := (E : ℂ) • 1 - H

/-- The velocity operator `v = i (H X - X H)` belonging to the position operator `X`. -/
def velocity (H X : Matrix n n ℂ) : Matrix n n ℂ := Complex.I • (H * X - X * H)

/-- The broadened spectral function `A = η ((E - H)² + η²)⁻¹`, for Hermitian `H` and `η ≠ 0`. -/
def spectralFn (H : Matrix n n ℂ) (E η : ℝ) : Matrix n n ℂ :=
  (η : ℂ) • (detuning H E * detuning H E + (η : ℂ) ^ 2 • (1 : Matrix n n ℂ))⁻¹

/-- The Kubo-Greenwood trace `K = Tr (v A v A)`, for Hermitian `H` and `η ≠ 0`. -/
def kubo (H X : Matrix n n ℂ) (E η : ℝ) : ℂ :=
  trace (velocity H X * spectralFn H E η * velocity H X * spectralFn H E η)

/-- `P` is the orthogonal projector onto the solutions of `H x = E x`. -/
structure IsLevelProjector (H : Matrix n n ℂ) (E : ℝ) (P : Matrix n n ℂ) : Prop where
  herm : P.IsHermitian
  eig : H * P = (E : ℂ) • P
  full : ∀ x, H *ᵥ x = (E : ℂ) • x → P *ᵥ x = x

omit [Fintype n] in
/-- For Hermitian `H` and real `E`, the operator `E - H` is Hermitian. -/
theorem detuning_isHermitian (hH : H.IsHermitian) (E : ℝ) : (detuning H E).IsHermitian := by
  have h : ((E : ℂ) • (1 : Matrix n n ℂ)).IsHermitian := by
    simp [Matrix.IsHermitian, Matrix.conjTranspose_smul]
  exact h.sub hH

/-- For Hermitian `M` and `N` without a common nonzero null vector, `M² + N²` is invertible. -/
theorem det_sq_add_sq_ne_zero {M N : Matrix n n ℂ} (hM : M.IsHermitian) (hN : N.IsHermitian)
    (h : ∀ x, M *ᵥ x = 0 → N *ᵥ x = 0 → x = 0) : (M * M + N * N).det ≠ 0 := by
  intro h0
  obtain ⟨x, hx, h1⟩ := Matrix.exists_mulVec_eq_zero_iff.mpr h0
  have e : ∀ L : Matrix n n ℂ, L.IsHermitian →
      star (L *ᵥ x) ⬝ᵥ (L *ᵥ x) = star x ⬝ᵥ ((L * L) *ᵥ x) := fun L hL => by
    rw [Matrix.star_mulVec, hL.eq, ← Matrix.dotProduct_mulVec, Matrix.mulVec_mulVec]
  -- the expectation value of `M² + N²` is a sum of two squared norms
  have key : star (M *ᵥ x) ⬝ᵥ (M *ᵥ x) + star (N *ᵥ x) ⬝ᵥ (N *ᵥ x) = 0 := by
    rw [e M hM, e N hN, ← dotProduct_add, ← Matrix.add_mulVec, h1, dotProduct_zero]
  obtain ⟨a, b⟩ := (add_eq_zero_iff_of_nonneg (dotProduct_star_self_nonneg _)
    (dotProduct_star_self_nonneg _)).mp key
  exact hx (h x (dotProduct_star_self_eq_zero.mp a) (dotProduct_star_self_eq_zero.mp b))

/-- For Hermitian `H` and `η ≠ 0` the spectral function obeys `(E - H)² A = η (1 - η A)` and
commutes with `E - H`. -/
theorem spectralFn_relations (hH : H.IsHermitian) (E : ℝ) (hη : η ≠ 0) :
    detuning H E * detuning H E * spectralFn H E η
        = (η : ℂ) • (1 - (η : ℂ) • spectralFn H E η) ∧
      detuning H E * spectralFn H E η = spectralFn H E η * detuning H E := by
  have hdet := det_sq_add_sq_ne_zero (N := (η : ℂ) • 1) (detuning_isHermitian hH E)
    (by simp [Matrix.IsHermitian, Matrix.conjTranspose_smul]) (fun x _ hx => by
      rw [Matrix.smul_mulVec, Matrix.one_mulVec] at hx
      exact (smul_eq_zero.mp hx).resolve_left (Complex.ofReal_ne_zero.mpr hη))
  rw [smul_mul_smul_comm, mul_one, ← sq (η : ℂ)] at hdet
  have hr := Matrix.mul_nonsing_inv _ (isUnit_iff_ne_zero.mpr hdet)
  have hl := Matrix.nonsing_inv_mul _ (isUnit_iff_ne_zero.mpr hdet)
  unfold spectralFn
  generalize (detuning H E * detuning H E + (η : ℂ) ^ 2 • (1 : Matrix n n ℂ))⁻¹ = R at hr hl ⊢
  generalize detuning H E = D at hr hl ⊢
  have hc : (D * D + (η : ℂ) ^ 2 • (1 : Matrix n n ℂ)) * D
      = D * (D * D + (η : ℂ) ^ 2 • (1 : Matrix n n ℂ)) := by
    simp only [mul_add, add_mul, mul_assoc, smul_mul_assoc, mul_smul_comm, one_mul, mul_one]
  generalize hM : D * D + (η : ℂ) ^ 2 • (1 : Matrix n n ℂ) = M at hr hl hc
  constructor
  · rw [← hM, add_mul, smul_mul_assoc, one_mul] at hr
    rw [mul_smul_comm, eq_sub_of_add_eq hr, smul_smul, ← sq]
  · have hDR : D * R = R * D := by
      calc D * R = R * (M * D) * R := by rw [← mul_assoc R, hl, one_mul]
        _ = R * D * (M * R) := by rw [hc]; simp only [mul_assoc]
        _ = R * D := by rw [hr, mul_one]
    rw [mul_smul_comm, smul_mul_assoc, hDR]

/-- Exact form of the Kubo-Greenwood trace at finite broadening, for Hermitian `H` and `η ≠ 0`:
`K = 2 Tr (X (1 - ηA) X ηA) - 2 Tr (X (E-H)A X (E-H)A)`. -/
theorem kubo_eq (hH : H.IsHermitian) (X : Matrix n n ℂ) (E : ℝ) (hη : η ≠ 0) :
    kubo H X E η
      = 2 * trace (X * (1 - (η : ℂ) • spectralFn H E η) * X * ((η : ℂ) • spectralFn H E η))
        - 2 * trace (X * (detuning H E * spectralFn H E η) * X
            * (detuning H E * spectralFn H E η)) := by
  obtain ⟨h1, hc⟩ := spectralFn_relations hH E hη
  have hv : velocity H X = Complex.I • (X * detuning H E - detuning H E * X) := by
    unfold velocity detuning
    congr 1
    simp only [mul_sub, sub_mul, mul_smul_comm, smul_mul_assoc, mul_one, one_mul]
    abel
  rw [kubo, hv]
  generalize spectralFn H E η = A at h1 hc ⊢
  generalize detuning H E = D at h1 hc ⊢
  have hd : D * A * D = D * D * A := by rw [mul_assoc, ← hc, mul_assoc]
  have e : (X * D - D * X) * A * (X * D - D * X) * A
      = X * (D * A) * X * (D * A) - X * (D * A * D) * X * A
        - D * (X * A * X * D * A) + D * (X * A * D * X * A) := by noncomm_ring
  -- cyclicity of the trace pairs the four terms
  have t3 : trace (D * (X * A * X * D * A)) = trace (X * (D * D * A) * X * A) := by
    calc _ = trace ((X * A) * (X * D * A * D)) := by
          rw [Matrix.trace_mul_comm]; simp only [mul_assoc]
      _ = trace (X * (D * A * D) * X * A) := by
          rw [Matrix.trace_mul_comm]; simp only [mul_assoc]
      _ = _ := by rw [hd]
  have t4 : trace (D * (X * A * D * X * A)) = trace (X * (D * A) * X * (D * A)) := by
    rw [Matrix.trace_mul_comm, hc]; simp only [mul_assoc]
  simp only [smul_mul_assoc, mul_smul_comm, smul_smul, Complex.I_mul_I, neg_smul, one_smul,
    neg_mul]
  rw [Matrix.trace_neg, e, Matrix.trace_add, Matrix.trace_sub, Matrix.trace_sub, t3, t4, hd, h1]
  simp only [smul_mul_assoc, mul_smul_comm, Matrix.trace_smul, smul_eq_mul]
  ring

/-- For Hermitian `H`, as `η` decreases to 0, `η A` tends to the projector onto the level at `E`
and `(E - H) A` tends to 0. -/
theorem spectralFn_limits (hH : H.IsHermitian) (hP : IsLevelProjector H E P) :
    Tendsto (fun η : ℝ => (η : ℂ) • spectralFn H E η) (𝓝[>] 0) (𝓝 P) ∧
      Tendsto (fun η : ℝ => detuning H E * spectralFn H E η) (𝓝[>] 0) (𝓝 0) := by
  have hPP : P * P = P := by
    ext i j
    exact congrFun (hP.full (fun k => P k j)
      (funext fun i => congrFun (congrFun hP.eig i) j)) i
  have hDP : detuning H E * P = 0 := by
    rw [detuning, sub_mul, smul_mul_assoc, one_mul, hP.eig, sub_self]
  have hD := detuning_isHermitian hH E
  have hPD : P * detuning H E = 0 := by
    have h := congrArg Matrix.conjTranspose hDP
    rwa [Matrix.conjTranspose_mul, hP.herm.eq, hD.eq, Matrix.conjTranspose_zero] at h
  have hdet := det_sq_add_sq_ne_zero hD hP.herm (fun x hx hPx => by
    rw [detuning, Matrix.sub_mulVec, Matrix.smul_mulVec, Matrix.one_mulVec] at hx
    rw [← hP.full x (sub_eq_zero.mp hx).symm, hPx])
  rw [hPP] at hdet
  have hrel := fun (η : ℝ) (hη : η ≠ 0) => (spectralFn_relations hH E hη).1
  generalize detuning H E = D at hDP hPD hdet hrel ⊢
  -- `B = (E - H)² + P + η²` stays invertible at `η = 0`
  obtain ⟨B, hB⟩ : ∃ B : ℝ → Matrix n n ℂ,
      ∀ η, B η = D * D + P + (η : ℂ) ^ 2 • (1 : Matrix n n ℂ) := ⟨_, fun _ => rfl⟩
  have hs : Continuous (fun η : ℝ => (η : ℂ) ^ 2 • (1 : Matrix n n ℂ)) :=
    (Complex.continuous_ofReal.pow 2).smul continuous_const
  have hBc : Continuous B := by
    rw [funext hB]
    exact continuous_const.add hs
  have hB0 : (B 0).det ≠ 0 := by
    rw [hB]
    simpa using hdet
  have hW : ContinuousAt (fun η => (B η)⁻¹) 0 := by
    simp only [Matrix.inv_def, Ring.inverse_eq_inv']
    exact (hBc.matrix_det.continuousAt.inv₀ hB0).smul hBc.matrix_adjugate.continuousAt
  have solve : ∀ B Y Z : Matrix n n ℂ, B.det ≠ 0 → B * Y = Z → B⁻¹ * Z = Y := by
    rintro B Y _ h rfl
    rw [← mul_assoc, Matrix.nonsing_inv_mul _ (isUnit_iff_ne_zero.mpr h), one_mul]
  -- solutions of `B Y = Z` therefore converge with `Z`
  have lim : ∀ (Z Y : ℝ → Matrix n n ℂ) (L : Matrix n n ℂ), Continuous Z → B 0 * L = Z 0 →
      (∀ η, η ≠ 0 → B η * Y η = Z η) → Tendsto Y (𝓝[>] 0) (𝓝 L) := by
    intro Z Y L hZ h0 hY
    have h := (hW.mul hZ.continuousAt).tendsto.mono_left
      (nhdsWithin_le_nhds (s := Set.Ioi (0 : ℝ)))
    rw [← solve _ _ _ hB0 h0]
    refine Tendsto.congr' ?_ h
    filter_upwards [self_mem_nhdsWithin,
      nhdsWithin_le_nhds (hBc.matrix_det.continuousAt.eventually_ne hB0)] with η hη hd
    exact solve _ _ _ hd (hY η (ne_of_gt hη))
  have hQ : ∀ η : ℝ, η ≠ 0 → B η * ((η : ℂ) • spectralFn H E η)
      = (η : ℂ) ^ 2 • (1 : Matrix n n ℂ) + P := by
    intro η hη
    have z : P * (1 - (η : ℂ) • spectralFn H E η) = 0 := by
      have h := congrArg (P * ·) (hrel η hη)
      simp only [← mul_assoc, hPD, zero_mul, mul_smul_comm] at h
      exact (smul_eq_zero.mp h.symm).resolve_left (Complex.ofReal_ne_zero.mpr hη)
    rw [mul_sub, mul_one, sub_eq_zero] at z
    rw [hB, add_mul, add_mul, ← z]
    simp only [mul_smul_comm, smul_mul_assoc, one_mul, hrel η hη]
    module
  have hS : ∀ η : ℝ, η ≠ 0 → B η * (D * spectralFn H E η) = (η : ℂ) • D := by
    intro η hη
    calc _ = D * (D * D * spectralFn H E η) + P * D * spectralFn H E η
          + (η : ℂ) ^ 2 • (D * spectralFn H E η) := by
          rw [hB]; simp only [add_mul, smul_mul_assoc, one_mul, mul_assoc]
      _ = (η : ℂ) • D := by
          rw [hrel η hη, hPD, zero_mul]
          simp only [mul_smul_comm, mul_sub, mul_one]
          module
  exact ⟨lim (fun η => (η : ℂ) ^ 2 • (1 : Matrix n n ℂ) + P) _ _ (hs.add continuous_const)
      (by simp [hB, add_mul, mul_assoc, hDP, hPP]) hQ,
    lim (fun η => (η : ℂ) • D) _ _ (Complex.continuous_ofReal.smul continuous_const)
      (by simp) hS⟩

/-- For Hermitian `H` and the projector `P` onto its level at `E`, the Kubo-Greenwood trace tends
to `2 Tr (X (1 - P) X P)` as the broadening decreases to 0. -/
theorem kubo_tendsto (hH : H.IsHermitian) (X : Matrix n n ℂ) (hP : IsLevelProjector H E P) :
    Tendsto (kubo H X E) (𝓝[>] 0) (𝓝 (2 * trace (X * (1 - P) * X * P))) := by
  obtain ⟨hQ, hS⟩ := spectralFn_limits hH hP
  have hc : Continuous (fun p : Matrix n n ℂ × Matrix n n ℂ =>
      2 * trace (X * (1 - p.1) * X * p.1) - 2 * trace (X * p.2 * X * p.2)) :=
    (continuous_const.mul (Continuous.matrix_trace (by fun_prop))).sub
      (continuous_const.mul (Continuous.matrix_trace (by fun_prop)))
  have h := (hc.tendsto (P, 0)).comp (hQ.prodMk_nhds hS)
  simp only [mul_zero, Matrix.trace_zero, sub_zero] at h
  refine h.congr' ?_
  filter_upwards [self_mem_nhdsWithin] with η hη
  exact (kubo_eq hH X E (ne_of_gt hη)).symm

/-- If `H` is Hermitian and the real energy `E` is not an eigenvalue, the Kubo-Greenwood trace
tends to 0 as the broadening decreases to 0. -/
theorem kubo_tendsto_off_spectrum (hH : H.IsHermitian) (X : Matrix n n ℂ)
    (hE : ∀ x, H *ᵥ x = (E : ℂ) • x → x = 0) : Tendsto (kubo H X E) (𝓝[>] 0) (𝓝 0) := by
  have hP : IsLevelProjector H E 0 :=
    ⟨Matrix.isHermitian_zero, by simp, fun x h => by rw [hE x h, Matrix.mulVec_zero]⟩
  simpa using kubo_tendsto hH X hP

/-- For Hermitian `H` and `X`, at a simple eigenvalue `E` with unit eigenvector `c`, the
Kubo-Greenwood trace tends to `2 (‖X c‖² - ⟨c, X c⟩²)` as the broadening decreases to 0. -/
theorem kubo_tendsto_simple_level (hH : H.IsHermitian) (hX : X.IsHermitian) {c : n → ℂ}
    (hc : star c ⬝ᵥ c = 1) (hE : H *ᵥ c = (E : ℂ) • c)
    (hs : ∀ x, H *ᵥ x = (E : ℂ) • x → ∃ a : ℂ, x = a • c) :
    Tendsto (kubo H X E) (𝓝[>] 0)
      (𝓝 (2 * (star (X *ᵥ c) ⬝ᵥ (X *ᵥ c) - (star c ⬝ᵥ (X *ᵥ c)) ^ 2))) := by
  have hPx : ∀ x, vecMulVec c (star c) *ᵥ x = (star c ⬝ᵥ x) • c := by
    intro x
    ext i
    simp only [Matrix.mulVec, dotProduct, Matrix.vecMulVec_apply, Pi.smul_apply, smul_eq_mul,
      Finset.sum_mul]
    exact Finset.sum_congr rfl fun j _ => by ring
  -- the level projector is `c c*`
  have hP : IsLevelProjector H E (vecMulVec c (star c)) := by
    refine ⟨Matrix.IsHermitian.ext fun i j => by simp [Matrix.vecMulVec_apply, mul_comm], ?_,
      fun x h => ?_⟩
    · ext i j
      simp only [Matrix.mul_apply, Matrix.vecMulVec_apply, ← mul_assoc, ← Finset.sum_mul]
      exact (congrArg (· * (star c) j) (congrFun hE i)).trans (mul_assoc _ _ _)
    · obtain ⟨a, rfl⟩ := hs x h
      rw [hPx, dotProduct_smul, hc, smul_eq_mul, mul_one]
  have ht : ∀ N : Matrix n n ℂ, trace (N * vecMulVec c (star c)) = star c ⬝ᵥ (N *ᵥ c) := by
    intro N
    simp only [Matrix.trace, Matrix.diag_apply, Matrix.mul_apply, Matrix.vecMulVec_apply,
      dotProduct, Matrix.mulVec, Finset.mul_sum]
    exact Finset.sum_congr rfl fun i _ => Finset.sum_congr rfl fun j _ => by ring
  have h := kubo_tendsto hH X hP
  rw [ht, ← Matrix.mulVec_mulVec, ← Matrix.mulVec_mulVec, Matrix.sub_mulVec, Matrix.one_mulVec,
    hPx, Matrix.mulVec_sub, Matrix.mulVec_smul, dotProduct_sub, dotProduct_smul, smul_eq_mul,
    ← sq] at h
  rwa [Matrix.star_mulVec, hX.eq, ← Matrix.dotProduct_mulVec]

/-- For `H = diag(1, 1, -1)` the projector onto the level at `E = 1` is `diag(1, 1, 0)`. -/
theorem isLevelProjector_witness :
    IsLevelProjector (diagonal (![1, 1, -1] : Fin 3 → ℂ)) 1
      (diagonal (![1, 1, 0] : Fin 3 → ℂ)) := by
  refine ⟨?_, ?_, fun x h => ?_⟩
  · ext i j
    fin_cases i <;> fin_cases j <;> simp [Matrix.diagonal]
  · rw [Matrix.diagonal_mul_diagonal, Complex.ofReal_one, one_smul]
    congr 1
    ext i
    fin_cases i <;> simp
  · have h2 : x 2 = 0 := by
      have h3 := congrFun h 2
      have e : (![1, 1, -1] : Fin 3 → ℂ) 2 = -1 := rfl
      rw [Matrix.mulVec_diagonal, e, Pi.smul_apply, smul_eq_mul, Complex.ofReal_one] at h3
      linear_combination (-1 / 2 : ℂ) * h3
    ext i
    fin_cases i <;> simp [Matrix.mulVec_diagonal, h2]

end

end KuboGreenwoodLevel
```

```lean
#print axioms KuboGreenwoodLevel.kubo_tendsto_off_spectrum
#print axioms KuboGreenwoodLevel.kubo_tendsto_simple_level
```

```
'KuboGreenwoodLevel.kubo_tendsto_off_spectrum' depends on axioms: [propext, Classical.choice, Quot.sound]
'KuboGreenwoodLevel.kubo_tendsto_simple_level' depends on axioms: [propext, Classical.choice, Quot.sound]
```

## From an invertible matrix to the limits

`det_sq_add_sq_ne_zero` takes a null vector $x$ of $M^2+N^2$ and obtains $\|Mx\|^2+\|Nx\|^2=0$, so $x$ is a common null vector of $M$ and $N$. With $N=\eta$ this makes $D^2+\eta^2$ invertible, and `spectralFn_relations` derives the two relations for $A$. In `kubo_eq`, `noncomm_ring` performs the four-term expansion, and `t3` and `t4` are the cyclic rearrangements.

`spectralFn_limits` replaces the eigenvalue argument by a linear equation. The columns of $P$ solve $Hx=Ex$, so $P$ fixes them and $P^2=P$; also $DP=0$, and taking adjoints gives $PD=0$. Put $B=D^2+P+\eta^2$. Multiplying $D^2A=\eta(1-\eta A)$ by $P$ gives $P\,\eta A=P$, and therefore

$$B\,(\eta A)=\eta^2+P,\qquad B\,(DA)=\eta D.$$

These are `hQ` and `hS`. At $\eta=0$, $B=D^2+P$ is still invertible, by the first lemma with $N=P$. The inverse is thus continuous there, and `lim` passes to the limit: $\eta A\to P$, because $(D^2+P)P=P$, and $DA\to0$.

`kubo_tendsto` inserts both limits into the exact identity, using continuity of the trace and of matrix products. The last two limit theorems supply $P=0$ and $P=cc^*$, the latter written `vecMulVec c (star c)`; `ht` turns the trace against $cc^*$ into an expectation value.
